# An angle bound for inexact inverse iteration with a symmetric operator

To refine an approximate eigenvector $x$ of a large Hamiltonian matrix $A$, inverse iteration picks a shift $s$ near the wanted eigenvalue and solves $(A-s)y=x$. An iterative solver for this equation is normally stopped at a nonzero residual. The theorems below bound the angle between the computed $y$ and the exact eigenvector $u$, normalised to $\|u\|=1$, in terms of that residual, provided that $A-s$ is bounded below on the vectors orthogonal to $u$ and that the residual is smaller than the overlap of $x$ with $u$.

```lean
import Mathlib

noncomputable section

namespace InexactInverseIteration

variable {𝕜 E : Type*} [RCLike 𝕜] [NormedAddCommGroup E] [InnerProductSpace 𝕜 E]

/-- The part of `y` orthogonal to the unit vector `u`. -/
def perp (𝕜 : Type*) {E : Type*} [RCLike 𝕜] [NormedAddCommGroup E] [InnerProductSpace 𝕜 E]
    (u y : E) : E := y - inner 𝕜 u y • u

/-- The tangent of the angle between `y` and the unit vector `u`, for `y` not orthogonal
to `u`. -/
def tanAngle (𝕜 : Type*) {E : Type*} [RCLike 𝕜] [NormedAddCommGroup E] [InnerProductSpace 𝕜 E]
    (u y : E) : ℝ := ‖perp 𝕜 u y‖ / ‖inner 𝕜 u y‖

/-- `A` is symmetric with unit eigenvector `u` and eigenvalue `l`, and on the orthogonal
complement of `u` the shifted operator `A - s` stretches every vector by at least `g > 0`. -/
structure IsolatedEigenpair (A : E →ₗ[𝕜] E) (u : E) (l : ℝ) (s : 𝕜) (g : ℝ) : Prop where
  hermitian : A.IsSymmetric
  unit : ‖u‖ = 1
  eigen : A u = (l : 𝕜) • u
  gap_pos : 0 < g
  gap : ∀ w, inner 𝕜 u w = 0 → g * ‖w‖ ≤ ‖A w - s • w‖

/-- The operator with energy `l` on the unit vector `u` and energy `m` on all vectors
orthogonal to `u`. -/
def twoLevel (u : E) (l m : ℝ) : E →ₗ[𝕜] E where
  toFun y := (m : 𝕜) • y + ((l : 𝕜) - (m : 𝕜)) • (inner 𝕜 u y • u)
  map_add' x y := by
    simp only [inner_add_right]
    module
  map_smul' a y := by
    simp only [inner_smul_right, RingHom.id_apply]
    module

/-- For a unit vector `u` and every shift `s` different from `m`, the operator `twoLevel u l m`
satisfies `IsolatedEigenpair` with `g = |m - s|`. -/
theorem isolatedEigenpair_witness {u : E} (hu : ‖u‖ = 1) (l m : ℝ) {s : 𝕜}
    (hs : (m : 𝕜) ≠ s) :
    IsolatedEigenpair (twoLevel u l m) u l s ‖(m : 𝕜) - s‖ := by
  have hA : ∀ y, (twoLevel u l m : E →ₗ[𝕜] E) y
      = (m : 𝕜) • y + ((l : 𝕜) - (m : 𝕜)) • (inner 𝕜 u y • u) := fun _ => rfl
  refine ⟨?_, hu, ?_, norm_pos_iff.mpr (sub_ne_zero.mpr hs), ?_⟩
  · intro x y
    rw [hA, hA]
    simp only [inner_add_left, inner_add_right, inner_smul_left, inner_smul_right, map_sub,
      RCLike.conj_ofReal, inner_conj_symm]
    ring
  · rw [hA, inner_self_eq_norm_sq_to_K, hu]
    simp only [RCLike.ofReal_one, one_pow, one_smul]
    module
  · intro w hw
    exact le_of_eq (by
      rw [hA, hw, zero_smul, smul_zero, add_zero, ← sub_smul, norm_smul])

theorem inner_perp {u : E} (hu : ‖u‖ = 1) (y : E) : inner 𝕜 u (perp 𝕜 u y) = 0 := by
  rw [perp, inner_sub_right, inner_smul_right, inner_self_eq_norm_sq_to_K, hu]
  simp

/-- Pythagoras: the orthogonal part and the overlap with the unit vector `u` are the two legs
of a right triangle with hypotenuse `y`. -/
theorem pythagoras {u : E} (hu : ‖u‖ = 1) (y : E) :
    ‖perp 𝕜 u y‖ ^ 2 + ‖inner 𝕜 u y‖ ^ 2 = ‖y‖ ^ 2 := by
  have h : inner 𝕜 (perp 𝕜 u y) (inner 𝕜 u y • u) = 0 := by
    rw [inner_smul_right, inner_eq_zero_symm.mp (inner_perp hu y), mul_zero]
  have hsum : perp 𝕜 u y + inner 𝕜 u y • u = y := sub_add_cancel _ _
  have e := norm_add_sq (𝕜 := 𝕜) (perp 𝕜 u y) (inner 𝕜 u y • u)
  rw [h, hsum, map_zero, norm_smul, hu] at e
  linear_combination -e

/-- Exact solve: if the right-hand side `(A - s) y` is not orthogonal to the eigenvector `u`, then
neither is `y`, and the tangent of the angle between `y` and `u` is at most `|l - s| / g` times that
of the angle between `(A - s) y` and `u`. -/
theorem exact_step {A : E →ₗ[𝕜] E} {u : E} {l : ℝ} {s : 𝕜} {g : ℝ}
    (h : IsolatedEigenpair A u l s g) {y : E} (hb : inner 𝕜 u (A y - s • y) ≠ 0) :
    inner 𝕜 u y ≠ 0 ∧
      tanAngle 𝕜 u y ≤ ‖(l : 𝕜) - s‖ / g * tanAngle 𝕜 u (A y - s • y) := by
  -- the component along `u` is multiplied by `l - s`
  have hc : inner 𝕜 u (A y - s • y) = ((l : 𝕜) - s) * inner 𝕜 u y := by
    rw [inner_sub_right, inner_smul_right, ← h.hermitian u y, h.eigen, inner_smul_left,
      RCLike.conj_ofReal]
    ring
  -- the orthogonal part is mapped by `A - s` within the orthogonal complement
  have hp : perp 𝕜 u (A y - s • y) = A (perp 𝕜 u y) - s • perp 𝕜 u y := by
    rw [perp, hc]
    simp only [perp, map_sub, map_smul, h.eigen]
    module
  rw [hc] at hb
  have hy := right_ne_zero_of_mul hb
  have hL : ‖(l : 𝕜) - s‖ ≠ 0 := norm_ne_zero_iff.mpr (left_ne_zero_of_mul hb)
  have hI : ‖inner 𝕜 u y‖ ≠ 0 := norm_ne_zero_iff.mpr hy
  have hg := h.gap_pos.ne'
  have k := h.gap _ (inner_perp h.unit y)
  rw [← hp] at k
  have k' : ‖perp 𝕜 u y‖ ≤ ‖perp 𝕜 u (A y - s • y)‖ / g := by
    rw [le_div_iff₀ h.gap_pos]
    linarith
  refine ⟨hy, ?_⟩
  unfold tanAngle
  rw [hc, norm_mul]
  calc ‖perp 𝕜 u y‖ / ‖inner 𝕜 u y‖
      ≤ ‖perp 𝕜 u (A y - s • y)‖ / g / ‖inner 𝕜 u y‖ :=
        div_le_div_of_nonneg_right k' (norm_nonneg _)
    _ = _ := by field_simp

/-- If `f` has norm at most `τ`, and `τ` is smaller than the overlap `|⟨u, x⟩|` of `x` with the unit
vector `u`, then `x + f` overlaps with `u`, and the tangent of its angle to `u` is at most
`(‖perp u x‖ + τ) / (|⟨u, x⟩| - τ)`. -/
theorem tanAngle_add_le {u x f : E} {τ : ℝ} (hu : ‖u‖ = 1) (hf : ‖f‖ ≤ τ)
    (hτ : τ < ‖inner 𝕜 u x‖) :
    inner 𝕜 u (x + f) ≠ 0 ∧
      tanAngle 𝕜 u (x + f) ≤ (‖perp 𝕜 u x‖ + τ) / (‖inner 𝕜 u x‖ - τ) := by
  have h1 : ‖inner 𝕜 u x‖ - τ ≤ ‖inner 𝕜 u (x + f)‖ := by
    have a := norm_sub_le (inner 𝕜 u x + inner 𝕜 u f) (inner 𝕜 u f)
    have b := norm_inner_le_norm (𝕜 := 𝕜) u f
    rw [add_sub_cancel_right, ← inner_add_right] at a
    rw [hu, one_mul] at b
    linarith
  have h2 : ‖perp 𝕜 u (x + f)‖ ≤ ‖perp 𝕜 u x‖ + τ := by
    have e : perp 𝕜 u (x + f) = perp 𝕜 u x + perp 𝕜 u f := by
      simp only [perp, inner_add_right]
      module
    have b : ‖perp 𝕜 u f‖ ≤ ‖f‖ := by
      nlinarith [pythagoras (𝕜 := 𝕜) hu f, norm_nonneg f, norm_nonneg (perp 𝕜 u f),
        sq_nonneg ‖inner 𝕜 u f‖]
    rw [e]
    linarith [norm_add_le (perp 𝕜 u x) (perp 𝕜 u f)]
  refine ⟨fun h0 => ?_, ?_⟩
  · rw [h0, norm_zero] at h1
    linarith
  · exact div_le_div₀ (by linarith [norm_nonneg f, norm_nonneg (perp 𝕜 u x)]) h2
      (by linarith) h1

/-- One step of inexact inverse iteration: if `(A - s) y = x + f` with `x` a unit vector and the
residual norm at most `τ`, below the overlap `c = |⟨u, x⟩|`, then `y` overlaps with `u` and
`tan ∠(y, u) ≤ (|l - s| / g) (√(1 - c²) + τ) / (c - τ)`. -/
theorem inexact_step {A : E →ₗ[𝕜] E} {u : E} {l : ℝ} {s : 𝕜} {g : ℝ}
    (h : IsolatedEigenpair A u l s g) {x y f : E} {τ : ℝ} (hx : ‖x‖ = 1)
    (hy : A y - s • y = x + f) (hf : ‖f‖ ≤ τ) (hτ : τ < ‖inner 𝕜 u x‖) :
    inner 𝕜 u y ≠ 0 ∧ tanAngle 𝕜 u y ≤ ‖(l : 𝕜) - s‖ / g *
      ((√(1 - ‖inner 𝕜 u x‖ ^ 2) + τ) / (‖inner 𝕜 u x‖ - τ)) := by
  obtain ⟨hb, ht⟩ := tanAngle_add_le h.unit hf hτ
  rw [← hy] at hb ht
  obtain ⟨h0, h1⟩ := exact_step h hb
  have e : 1 - ‖inner 𝕜 u x‖ ^ 2 = ‖perp 𝕜 u x‖ ^ 2 := by
    have p := pythagoras (𝕜 := 𝕜) h.unit x
    rw [hx] at p
    linarith
  rw [e, Real.sqrt_sq (norm_nonneg _)]
  exact ⟨h0, h1.trans (mul_le_mul_of_nonneg_left ht
    (div_nonneg (norm_nonneg _) h.gap_pos.le))⟩

/-- If the residual is at most `η` times the part of `x` orthogonal to `u`, where `x` overlaps
with `u` and `η tan ∠(x, u) < 1`, one step multiplies the tangent by at most
`(|l - s| / g) (1 + η) / (1 - η tan ∠(x, u))`. -/
theorem adaptive_step {A : E →ₗ[𝕜] E} {u : E} {l : ℝ} {s : 𝕜} {g : ℝ}
    (h : IsolatedEigenpair A u l s g) {x y : E} {η : ℝ} (hx : inner 𝕜 u x ≠ 0)
    (hres : ‖A y - s • y - x‖ ≤ η * ‖perp 𝕜 u x‖) (hη : η * tanAngle 𝕜 u x < 1) :
    inner 𝕜 u y ≠ 0 ∧ tanAngle 𝕜 u y ≤
      ‖(l : 𝕜) - s‖ / g * ((1 + η) / (1 - η * tanAngle 𝕜 u x)) * tanAngle 𝕜 u x := by
  have hc : 0 < ‖inner 𝕜 u x‖ := norm_pos_iff.mpr hx
  have hτ : η * ‖perp 𝕜 u x‖ < ‖inner 𝕜 u x‖ := by
    rw [tanAngle, ← mul_div_assoc, div_lt_one hc] at hη
    exact hη
  obtain ⟨hb, ht⟩ := tanAngle_add_le h.unit hres hτ
  rw [add_sub_cancel] at hb ht
  obtain ⟨h0, h1⟩ := exact_step h hb
  refine ⟨h0, h1.trans ?_⟩
  -- divide numerator and denominator by the overlap
  have e : (‖perp 𝕜 u x‖ + η * ‖perp 𝕜 u x‖) / (‖inner 𝕜 u x‖ - η * ‖perp 𝕜 u x‖)
      = (1 + η) / (1 - η * tanAngle 𝕜 u x) * tanAngle 𝕜 u x := by
    have hd : ‖inner 𝕜 u x‖ - η * ‖perp 𝕜 u x‖ ≠ 0 := (sub_pos.mpr hτ).ne'
    have hq : 1 - η * tanAngle 𝕜 u x
        = (‖inner 𝕜 u x‖ - η * ‖perp 𝕜 u x‖) / ‖inner 𝕜 u x‖ := by
      unfold tanAngle
      field_simp
    rw [hq, tanAngle]
    field_simp
  rw [mul_assoc, ← e]
  exact mul_le_mul_of_nonneg_left ht (div_nonneg (norm_nonneg _) h.gap_pos.le)

/-- Inexact inverse iteration with residuals at most `η ≥ 0` times the orthogonal part of the
iterate, and nonzero rescaling after each solve: if the start overlaps with `u`,
`η tan ∠(x₀, u) < 1`, and `q ≤ 1` bounds the first contraction factor, then
`tan ∠(xₖ, u) ≤ qᵏ tan ∠(x₀, u)`. -/
theorem linear_convergence {A : E →ₗ[𝕜] E} {u : E} {l : ℝ} {s : 𝕜} {g : ℝ}
    (h : IsolatedEigenpair A u l s g) {x y : ℕ → E} {a : ℕ → 𝕜} {η q : ℝ}
    (hx : inner 𝕜 u (x 0) ≠ 0) (hη : 0 ≤ η) (hη0 : η * tanAngle 𝕜 u (x 0) < 1)
    (hres : ∀ k, ‖A (y k) - s • y k - x k‖ ≤ η * ‖perp 𝕜 u (x k)‖)
    (ha : ∀ k, a k ≠ 0) (hnext : ∀ k, x (k + 1) = a k • y k)
    (hq : ‖(l : 𝕜) - s‖ / g * ((1 + η) / (1 - η * tanAngle 𝕜 u (x 0))) ≤ q)
    (hq1 : q ≤ 1) (k : ℕ) :
    inner 𝕜 u (x k) ≠ 0 ∧ tanAngle 𝕜 u (x k) ≤ q ^ k * tanAngle 𝕜 u (x 0) := by
  have hT : ∀ z, 0 ≤ tanAngle 𝕜 u z := fun z => div_nonneg (norm_nonneg _) (norm_nonneg _)
  have hρ : 0 ≤ ‖(l : 𝕜) - s‖ / g := div_nonneg (norm_nonneg _) h.gap_pos.le
  have hq0 : 0 ≤ q :=
    (mul_nonneg hρ (div_nonneg (by linarith) (by linarith))).trans hq
  induction k with
  | zero => exact ⟨hx, by simp⟩
  | succ k ih =>
    obtain ⟨hk, hle⟩ := ih
    -- the angle has not grown, so the first contraction factor still applies
    have hmono : tanAngle 𝕜 u (x k) ≤ tanAngle 𝕜 u (x 0) :=
      hle.trans (mul_le_of_le_one_left (hT _) (pow_le_one₀ hq0 hq1))
    have hm := mul_le_mul_of_nonneg_left hmono hη
    obtain ⟨h0, h1⟩ := adaptive_step h hk (hres k) (by linarith)
    have hfac : ‖(l : 𝕜) - s‖ / g * ((1 + η) / (1 - η * tanAngle 𝕜 u (x k))) ≤ q :=
      (mul_le_mul_of_nonneg_left (div_le_div_of_nonneg_left (by linarith) (by linarith)
        (by linarith)) hρ).trans hq
    -- rescaling does not change the angle
    have hscale : tanAngle 𝕜 u (a k • y k) = tanAngle 𝕜 u (y k) := by
      have e : perp 𝕜 u (a k • y k) = a k • perp 𝕜 u (y k) := by
        simp only [perp, inner_smul_right]
        module
      rw [tanAngle, e, inner_smul_right, norm_smul, norm_mul,
        mul_div_mul_left _ _ (norm_ne_zero_iff.mpr (ha k)), tanAngle]
    rw [hnext k, hscale, inner_smul_right]
    refine ⟨mul_ne_zero (ha k) h0, ?_⟩
    calc tanAngle 𝕜 u (y k) ≤ q * tanAngle 𝕜 u (x k) :=
          h1.trans (mul_le_mul_of_nonneg_right hfac (hT _))
      _ ≤ q * (q ^ k * tanAngle 𝕜 u (x 0)) := mul_le_mul_of_nonneg_left hle hq0
      _ = q ^ (k + 1) * tanAngle 𝕜 u (x 0) := by ring

end InexactInverseIteration
```

```lean
#print axioms InexactInverseIteration.inexact_step
-- 'InexactInverseIteration.inexact_step' depends on axioms: [propext, Classical.choice, Quot.sound]
#print axioms InexactInverseIteration.linear_convergence
-- 'InexactInverseIteration.linear_convergence' depends on axioms: [propext, Classical.choice, Quot.sound]
```

## Eigenvector, shift and residual

The space `E` is a real or complex inner product space of any dimension, with scalars `𝕜`, and `A` is a linear map defined on all of it. The inner product $\langle u,y\rangle$, written `inner 𝕜 u y`, is linear in its second argument, as in Dirac notation.

The structure `IsolatedEigenpair A u l s g` collects the spectral assumptions: $A$ is symmetric, $\|u\|=1$, $Au=lu$ with $l$ real, and for some $g>0$

$$\|(A-s)w\|\ge g\|w\|\quad\text{whenever }\langle u,w\rangle=0 .$$

The number $g$ stands for the distance from the shift to the rest of the spectrum. In finite dimension at least two, the best possible $g$ is the smallest $|m-s|$ over the eigenvalues $m$ of $A$ on the orthogonal complement of $u$. It is assumed here, whereas in a calculation it has to be estimated. Over the complex numbers $s$ may be complex.

An example is `twoLevel`, which has energy $l$ on $u$ and energy $m$ on everything orthogonal to it. By `isolatedEigenpair_witness` it satisfies the assumptions with $g=|m-s|$ for every $s\ne m$.

The orthogonal part of a vector is $y_\perp=y-\langle u,y\rangle u$, called `perp`, and `tanAngle` is

$$\tan\angle(y,u)=\frac{\|y_\perp\|}{|\langle u,y\rangle|}.$$

Lean evaluates this quotient as $0$ when the overlap vanishes, so each bound comes with a proof that $\langle u,y\rangle\neq0$.

The main theorem, `inexact_step`, takes a unit vector $x$ with overlap $c=|\langle u,x\rangle|$ and a vector $y$ with $(A-s)y=x+f$, where $\|f\|\le\tau<c$. Then $y$ overlaps with $u$, and

$$\tan\angle(y,u)\le\frac{|l-s|}{g}\,\frac{\sqrt{1-c^2}+\tau}{c-\tau}.$$

The condition $s\ne l$ follows from the other hypotheses. The vector $y$ is given, so nothing is said about how a solver finds it or how long that takes.

For interior eigenstates in electronic structure, the bound separates the effect of the shift from that of the solver tolerance, for a Hamiltonian matrix in a fixed orthonormal basis. A generalised eigenproblem with an overlap matrix would first have to be brought to this form.

## What one exact solve does to the angle

Write $b=(A-s)y$. Symmetry of $A$ and $Au=lu$ give the component along $u$:

$$\langle u,b\rangle=\langle Au,y\rangle-s\langle u,y\rangle=(l-s)\langle u,y\rangle .$$

Subtracting this component from $b$ leaves

$$b_\perp=(A-s)y-(l-s)\langle u,y\rangle u=(A-s)\bigl(y-\langle u,y\rangle u\bigr)=(A-s)y_\perp .$$

Since $y_\perp$ is orthogonal to $u$ (`inner_perp`), the gap assumption yields $\|y_\perp\|\le\|b_\perp\|/g$. If $\langle u,b\rangle\ne0$, the first identity shows that neither $l-s$ nor $\langle u,y\rangle$ is zero, and division gives

$$\tan\angle(y,u)\le\frac{|l-s|}{g}\tan\angle(b,u).$$

This is `exact_step`. Its local facts `hc` and `hp` are the two identities, and `k'` is the gap estimate. The factor is below one when $|l-s|<g$, that is, when the shift is closer to $l$ than the gap bound $g$.

## What the residual does to the right-hand side

Now put $b=x+f$. The theorem `pythagoras` states $\|y_\perp\|^2+|\langle u,y\rangle|^2=\|y\|^2$ for every $y$, which it obtains by expanding the squared norm of $y_\perp+\langle u,y\rangle u$. Applied to $f$, it gives $\|f_\perp\|\le\|f\|\le\tau$, and Cauchy–Schwarz gives $|\langle u,f\rangle|\le\tau$. By the triangle inequality,

$$|\langle u,b\rangle|\ge c-\tau>0,\qquad \|b_\perp\|\le\|x_\perp\|+\tau .$$

These are `h1` and `h2` in `tanAngle_add_le`, and their quotient bounds $\tan\angle(b,u)$. For a unit vector $x$, Pythagoras also gives $\|x_\perp\|=\sqrt{1-c^2}$. Inserting the quotient into `exact_step` proves `inexact_step`.

With $\tau>0$ held fixed, the bound does not vanish even for a perfect input: at $c=1$ it equals $(|l-s|/g)\,\tau/(1-\tau)$.

## Residuals that shrink with the error

If the residual decreases along with the error, the angle to $u$ can be shown to tend to zero, under the conditions on the shift and the starting vector given below. In `adaptive_step` the residual is at most $\eta\|x_\perp\|$, and $x$ need not be normalised. Let $t=\tan\angle(x,u)$ and again $c=|\langle u,x\rangle|>0$. With $\tau=\eta\|x_\perp\|$, the condition $\tau<c$ reads $\eta t<1$, and dividing numerator and denominator by $c$ gives

$$\frac{\|x_\perp\|+\eta\|x_\perp\|}{c-\eta\|x_\perp\|}=\frac{1+\eta}{1-\eta t}\,t .$$

One step therefore multiplies the tangent by at most $(|l-s|/g)(1+\eta)/(1-\eta t)$. Because $x_\perp$ involves the unknown $u$, the residual condition is not directly a computable stopping test.

The theorem `linear_convergence` treats the iteration $x_{k+1}=a_ky_k$, where $y_k$ solves the shifted equation for $x_k$ with residual at most $\eta\|x_{k,\perp}\|$, $\eta\ge0$, and $a_k\neq0$ is any rescaling, such as normalisation. Let $t_k=\tan\angle(x_k,u)$. If $x_0$ overlaps with $u$, $\eta t_0<1$, and

$$\frac{|l-s|}{g}\,\frac{1+\eta}{1-\eta t_0}\le q\le1,$$

then every $x_k$ overlaps with $u$ and $t_k\le q^kt_0$. For $q<1$ the angle tends to zero; for $q=1$ the theorem says only that it never exceeds its initial value.

The proof is by induction on $k$. From $t_k\le q^kt_0$ and $q\le1$ follows $t_k\le t_0$ (`hmono`), so the contraction factor at step $k$ is no larger than the first one and is bounded by $q$ (`hfac`). Rescaling multiplies both $\|y_{k,\perp}\|$ and $|\langle u,y_k\rangle|$ by $|a_k|$ and leaves their ratio unchanged (`hscale`). Hence $t_{k+1}\le q\,t_k\le q^{k+1}t_0$, which is the final `calc` chain.
